# Orthonormal normal modes of a finite system are complete

Take a system with finitely many degrees of freedom that makes small harmonic oscillations about a stable equilibrium, described in mass-weighted coordinates. Its dynamical matrix $D$ is real and symmetric, and its normal modes $e_s$ can be chosen as real orthonormal eigenvectors of $D$ with eigenvalues $w_s^2$, one mode for each degree of freedom. The lemma says that modes chosen in this way are complete: $\sum_s e_s(i)\,e_s(j)$ is 1 if $i=j$ and 0 otherwise. The attempt puts the modes in the rows of a square matrix $E$, so that orthonormality reads $EE^{\mathsf T}=1$. It then turns this into $E^{\mathsf T}E=1$ and reads off the entry at $(i,j)$.

An attempt in Lean 4 with a fault in it:

```lean
import Mathlib

open Matrix MeasureTheory

namespace LocalDensityOfStates

noncomputable section

variable {n : Type*} [Fintype n] [DecidableEq n]

/-- The vectors `e s` are orthonormal eigenvectors of the dynamical matrix `D`, with
eigenvalues `w s ^ 2`, one for each degree of freedom. -/
structure IsNormalModes (D : Matrix n n ℝ) (w : n → ℝ) (e : n → n → ℝ) : Prop where
  orthonormal : ∀ s r, e s ⬝ᵥ e r = if s = r then 1 else 0
  eigen : ∀ s, D *ᵥ e s = (w s ^ 2) • e s

/-- Completeness of the normal modes: summed over modes, the products of amplitudes at two
sites give the Kronecker delta. -/
theorem IsNormalModes.complete {D : Matrix n n ℝ} {w : n → ℝ} {e : n → n → ℝ}
    (h : IsNormalModes D w e) (i j : n) :
    ∑ s, e s i * e s j = if i = j then 1 else 0 := by
  have h1 : (Matrix.of e) * (Matrix.of e)ᵀ = 1 := by
    ext s r
    simpa [Matrix.mul_apply, dotProduct, Matrix.one_apply] using h.orthonormal s r
  -- a left inverse of a square matrix is also a right inverse
  have h3 := congrFun (congrFun (mul_eq_one_comm.mp h1) i) j
  simpa [Matrix.mul_apply, Matrix.one_apply] using h3

end

end LocalDensityOfStates
```

The compiler's answer:

```
Main.lean:26:22: error: Application type mismatch: The argument
  congrFun (mul_eq_one_comm.mp ?m.84) i
has type
  (?m.81 * ?m.80) i = 1 i
but is expected to have type
  ?m.71 = ?m.72
in the application
  congrFun (congrFun (mul_eq_one_comm.mp ?m.84) i)
Main.lean:21:48: error: stuck at solving universe constraint
  ?u.79 + 1 =?= imax (u_1 + 1) ?u.77
while trying to unify
  Eq.{imax (u_1 + 1) ?u.77} (HMul.hMul.{?u.79, ?u.79, ?u.79} ?m.81 ?m.80) (OfNat.ofNat.{?u.79} 1) : Prop
with
  Eq.{?u.79 + 1} (HMul.hMul.{?u.79, ?u.79, ?u.79} ?m.81 ?m.80) (OfNat.ofNat.{?u.79} 1) : Prop
```

Lean accepts the file once it reads:

```diff
@@ -24,5 +24,6 @@
     simpa [Matrix.mul_apply, dotProduct, Matrix.one_apply] using h.orthonormal s r
   -- a left inverse of a square matrix is also a right inverse
-  have h3 := congrFun (congrFun (mul_eq_one_comm.mp h1) i) j
+  have h2 : (Matrix.of e)ᵀ * (Matrix.of e) = 1 := mul_eq_one_comm.mp h1
+  have h3 := congrFun (congrFun h2 i) j
   simpa [Matrix.mul_apply, Matrix.one_apply] using h3
 
```

Both errors come from the line defining `h3`. `congrFun` needs an equation between functions, and here it is used twice, once for each matrix index. But when Lean checks these uses, it has not yet used `h1` to find out what `mul_eq_one_comm` is multiplying: the argument is still the unknown `?m.84`, and the factors are `?m.81` and `?m.80`. The first message says that the inner `congrFun` gives `(?m.81 * ?m.80) i = 1 i`, which Lean can't match with the equation the outer one expects. The second, reported at the start of the proof, says that Lean can't settle the universe level of the unknown type when it tries to treat it as a type of functions.

The repair first states the swapped product as `h2`, with its type written out. The factors are now known to be real matrices indexed by `n`, which Lean can unfold to functions of two indices, so both uses of `congrFun` go through. The mathematical argument is unchanged.
